# The form factor of a unit Gaussian charge is $e^{-k^2/(4\alpha^2)}$

The Fourier transform of a unit point charge has modulus one at every wave vector. In a reciprocal-space sum for the Coulomb energy, only the factor $1/k^2$ then makes the terms small, and in three dimensions this is too little for absolute convergence. Ewald summation computes the potential of smooth Gaussian charges in reciprocal space and treats the difference from point charges in real space. If the damping factor used in reciprocal space is not the transform of the Gaussian used in real space, the two parts belong to different charge distributions and in general do not add up to the Coulomb energy.

For $\alpha>0$, let a unit charge have the density
$$\rho(r)=\alpha^3\pi^{-3/2}e^{-\alpha^2r^2}.$$
The parameter $\alpha$ is an inverse length, so a large $\alpha$ means a narrow charge. The claim is that, for real $k\neq0$,
$$\int_0^\infty 4\pi r^2\rho(r)\,\frac{\sin(kr)}{kr}\,dr=e^{-k^2/(4\alpha^2)},$$
and that the integral converges absolutely.

## From a cosine integral to the damping factor

The quotient $\sin(kr)/(kr)$ is the average of a plane wave over all directions. With $u$ the cosine of the angle between the wave vector and the position,
$$\frac12\int_{-1}^{1}e^{-ikru}\,du=\frac{\sin(kr)}{kr}.$$

Write $a=\alpha^2$. Completing the square gives
$$-ax^2+ikx=-a\Big(x-\frac{ik}{2a}\Big)^2-\frac{k^2}{4a}.$$
The Gaussian is entire and decays at both ends of the strip between the shifted line and the real axis, so the contour can be moved back to the real axis. The real part of the resulting integral is
$$C=\int_{-\infty}^{\infty}e^{-ax^2}\cos(kx)\,dx=\sqrt{\frac{\pi}{a}}\,e^{-k^2/(4a)}.$$

Next, differentiate a function that vanishes at both ends of the line:
$$\frac{d}{dx}\big[e^{-ax^2}\sin(kx)\big]=k\,e^{-ax^2}\cos(kx)-2a\,x\,e^{-ax^2}\sin(kx).$$
The left side integrates to zero. The last term is even in $x$, so its integral is twice the integral over $r>0$. Hence
$$0=kC-4a\int_0^\infty r\,e^{-ar^2}\sin(kr)\,dr,\qquad \int_0^\infty r\,e^{-ar^2}\sin(kr)\,dr=\frac{k}{4a}\,C.$$
Convergence is absolute because the integrand is bounded by $r\,e^{-ar^2}$.

In the radial integral one power of $r$ cancels, which leaves
$$\frac{4\pi\alpha^3\pi^{-3/2}}{k}\cdot\frac{k}{4\alpha^2}\cdot\frac{\sqrt\pi}{\alpha}\,e^{-k^2/(4\alpha^2)}=e^{-k^2/(4\alpha^2)}.$$

For a wave vector $\mathbf k$ in space, the transform factorises into Cartesian directions. The sine parts vanish by oddness, and each direction contributes $(\sqrt\pi/\alpha)\,e^{-k_i^2/(4\alpha^2)}$, where $k_i$ is a component of $\mathbf k$. The product of the three, times $\alpha^3\pi^{-3/2}$, is $e^{-|\mathbf k|^2/(4\alpha^2)}$.

Now place charges $q_j$ at positions $\mathbf R_j$. Substituting $\mathbf r=\mathbf R_j+\mathbf s$ in the $j$-th term produces the phase $e^{-i\mathbf k\cdot\mathbf R_j}$, so
$$\int\sum_j q_j\,\rho(|\mathbf r-\mathbf R_j|)\,e^{-i\mathbf k\cdot\mathbf r}\,d^3r=e^{-|\mathbf k|^2/(4\alpha^2)}\sum_j q_j\,e^{-i\mathbf k\cdot\mathbf R_j}.$$
The sum on the right is the structure factor of the point charges.

## The density and its normalisation

In Lean, `Space` is Euclidean $\mathbb R^3$, with Lebesgue measure for its integrals.

```lean
import Mathlib

open MeasureTheory Set
open scoped Real InnerProductSpace

namespace GaussianChargeFormFactor

noncomputable section

local notation "Space" => EuclideanSpace ℝ (Fin 3)
```

The density is a real function of the radius. The expression `-α ^ 2 * r ^ 2` means $-(\alpha^2)r^2$.

```lean
/-- The density at radius `r` of a Gaussian charge with width parameter `α`:
`α³ π^(-3/2) exp(-α² r²)`. -/
def gaussianCharge (α r : ℝ) : ℝ :=
  α ^ 3 * π ^ (-3 / 2 : ℝ) * Real.exp (-α ^ 2 * r ^ 2)
```

Two lemmas prepare the cancellation of the prefactor. The first writes $x^{3/2}$ as $x\sqrt x$ for positive $x$.

```lean
/-- For positive `x`, the power `x^(3/2)` is `x √x`. -/
theorem rpow_three_halves {x : ℝ} (hx : 0 < x) : x ^ (3 / 2 : ℝ) = x * √x := by
  rw [Real.sqrt_eq_rpow, show (3 / 2 : ℝ) = 1 + 1 / 2 by norm_num,
    Real.rpow_add hx, Real.rpow_one]
```

The second says that $\alpha^3\pi^{-3/2}$ times the Gaussian volume $(\pi/\alpha^2)^{3/2}$ is one. Positivity of $\alpha$ enters through $\sqrt{\alpha^2}=\alpha$.

```lean
/-- For `α > 0` the prefactor of the Gaussian charge is the inverse of the
Gaussian volume `(π/α²)^(3/2)`, written here as `(π/α²) √(π/α²)`. -/
theorem prefactor_mul_volume {α : ℝ} (hα : 0 < α) :
    α ^ 3 * π ^ (-3 / 2 : ℝ) * (π / α ^ 2 * √(π / α ^ 2)) = 1 := by
  have hp : π ^ (-3 / 2 : ℝ) * (π * √π) = 1 := by
    rw [← rpow_three_halves Real.pi_pos, ← Real.rpow_add Real.pi_pos]
    norm_num
  have alg : ∀ p q s : ℝ, α ^ 3 * p * (q / α ^ 2 * (s / α)) = p * (q * s) := by
    intro p q s
    field_simp
  rw [Real.sqrt_div Real.pi_pos.le, Real.sqrt_sq hα.le, alg, hp]
```

## The cosine and sine integrals

The cosine lemma takes the complex Gaussian integral from Mathlib, which replaces the contour shift. The step `hpt` rewrites its integrand as a real Gaussian times a phase, and `Complex.reCLM` then takes the real part under the integral. This requires integrability. Lean gives a non-integrable function the integral zero, so the non-zero value already found shows that the function is integrable.

```lean
/-- The cosine transform of a Gaussian with exponent `a > 0` over the whole line
is again a Gaussian in `k`. -/
theorem integral_gaussian_cos {a : ℝ} (ha : 0 < a) (k : ℝ) :
    ∫ x : ℝ, Real.exp (-a * x ^ 2) * Real.cos (k * x)
      = √(π / a) * Real.exp (-k ^ 2 / (4 * a)) := by
  have hF := fourierIntegral_gaussian (b := (a : ℂ)) (by simpa using ha) (k : ℂ)
  have hR : ((π : ℂ) / (a : ℂ)) ^ (1 / 2 : ℂ) * Complex.exp (-(k : ℂ) ^ 2 / (4 * (a : ℂ)))
      = ((√(π / a) * Real.exp (-k ^ 2 / (4 * a)) : ℝ) : ℂ) := by
    rw [Real.sqrt_eq_rpow, Complex.ofReal_mul, Complex.ofReal_cpow (by positivity)]
    push_cast
    rfl
  have hpt : ∀ x : ℝ, Complex.exp (Complex.I * k * x) * Complex.exp (-(a : ℂ) * (x : ℂ) ^ 2)
      = (Real.exp (-a * x ^ 2) : ℂ) * Complex.exp (((k * x : ℝ) : ℂ) * Complex.I) := by
    intro x
    have e : Complex.I * k * x = ((k * x : ℝ) : ℂ) * Complex.I := by
      push_cast
      ring
    rw [e, Complex.ofReal_exp]
    push_cast
    ring
  rw [hR] at hF
  simp_rw [hpt] at hF
  -- a non-zero value of the integral certifies that it converges
  have hint : Integrable (fun x : ℝ => (Real.exp (-a * x ^ 2) : ℂ)
      * Complex.exp (((k * x : ℝ) : ℂ) * Complex.I)) := by
    by_contra h
    rw [integral_undef h] at hF
    have hpos : √(π / a) * Real.exp (-k ^ 2 / (4 * a)) ≠ 0 := by positivity
    exact Complex.ofReal_ne_zero.mpr hpos hF.symm
  have h := Complex.reCLM.integral_comp_comm hint
  rw [hF] at h
  simpa only [Complex.reCLM_apply, Complex.re_ofReal_mul, Complex.exp_ofReal_mul_I_re,
    Complex.ofReal_re] using h
```

The sine lemma states integrability on the whole line and gives the value on $r>0$, written `Ioi 0`. The helper `bd` says that an integrable function stays integrable when multiplied by a continuous function bounded by one. The derivative computed above is `hd`, its vanishing integral is `h0`, and the parity argument is `heven`. The last line solves the resulting linear equation for the sine integral.

```lean
/-- For `a > 0` the function `r exp(-a r²) sin(kr)` is integrable, and its integral over
`r > 0` is `k/(4a) √(π/a) exp(-k²/(4a))`. -/
theorem integral_gaussian_sin {a : ℝ} (ha : 0 < a) (k : ℝ) :
    Integrable (fun r : ℝ => r * Real.exp (-a * r ^ 2) * Real.sin (k * r)) ∧
    ∫ r in Ioi (0 : ℝ), r * Real.exp (-a * r ^ 2) * Real.sin (k * r)
      = k / (4 * a) * (√(π / a) * Real.exp (-k ^ 2 / (4 * a))) := by
  have bd : ∀ f s : ℝ → ℝ, Integrable f → Continuous s → (∀ x, |s x| ≤ 1) →
      Integrable (fun x => f x * s x) := by
    intro f s hf hs h1
    refine hf.mono (hf.1.mul hs.aestronglyMeasurable) (Filter.Eventually.of_forall fun x => ?_)
    rw [norm_mul, Real.norm_eq_abs (s x)]
    exact mul_le_of_le_one_right (norm_nonneg _) (h1 x)
  have hS : Integrable (fun x : ℝ => x * Real.exp (-a * x ^ 2) * Real.sin (k * x)) :=
    bd _ _ (integrable_mul_exp_neg_mul_sq ha) (by fun_prop) fun x => Real.abs_sin_le_one _
  have hC : Integrable (fun x : ℝ => Real.exp (-a * x ^ 2) * Real.cos (k * x)) :=
    bd _ _ (integrable_exp_neg_mul_sq ha) (by fun_prop) fun x => Real.abs_cos_le_one _
  have hF : Integrable (fun x : ℝ => Real.exp (-a * x ^ 2) * Real.sin (k * x)) :=
    bd _ _ (integrable_exp_neg_mul_sq ha) (by fun_prop) fun x => Real.abs_sin_le_one _
  have hd : ∀ x : ℝ, HasDerivAt (fun x : ℝ => Real.exp (-a * x ^ 2) * Real.sin (k * x))
      (k * (Real.exp (-a * x ^ 2) * Real.cos (k * x))
        - 2 * a * (x * Real.exp (-a * x ^ 2) * Real.sin (k * x))) x := by
    intro x
    have h1 : HasDerivAt (fun y : ℝ => -a * y ^ 2) (-a * (2 * x)) x :=
      ((hasDerivAt_pow 2 x).const_mul (-a)).congr_deriv (by simp)
    have h2 : HasDerivAt (fun y : ℝ => k * y) k x := by
      simpa using (hasDerivAt_id' x).const_mul k
    exact (h1.exp.fun_mul h2.sin).congr_deriv (by ring)
  -- the total derivative integrates to zero
  have h0 : ∫ x : ℝ, (k * (Real.exp (-a * x ^ 2) * Real.cos (k * x))
      - 2 * a * (x * Real.exp (-a * x ^ 2) * Real.sin (k * x))) = 0 :=
    integral_eq_zero_of_hasDerivAt_of_integrable hd
      ((hC.const_mul k).sub (hS.const_mul (2 * a))) hF
  rw [integral_sub (hC.const_mul k) (hS.const_mul (2 * a)), integral_const_mul,
    integral_const_mul, integral_gaussian_cos ha k] at h0
  -- the integrand is even, so the half line carries half of the integral
  have heven : ∫ x : ℝ, x * Real.exp (-a * x ^ 2) * Real.sin (k * x)
      = 2 * ∫ r in Ioi (0 : ℝ), r * Real.exp (-a * r ^ 2) * Real.sin (k * r) := by
    rw [← integral_comp_abs (f := fun r : ℝ => r * Real.exp (-a * r ^ 2) * Real.sin (k * r))]
    congr 1
    funext x
    rcases abs_choice x with h | h
    · simp only [h]
    · simp only [h]
      simp
  rw [heven] at h0
  refine ⟨hS, ?_⟩
  rw [div_mul_eq_mul_div, eq_div_iff (by positivity)]
  linear_combination -h0
```

## The radial form factor

The theorem has two parts, joined by `∧`: the integrand is Lebesgue integrable on $r>0$, and its integral is the damping factor. The number `k` may have either sign but is not zero. At $k=0$ the quotient has to be read as its limit, one, and that case is left to the three-dimensional theorem below.

In the proof, `hfun` cancels one power of $r$ and brings the integrand to the form of the sine lemma with $a=\alpha^2$. The identity `alg` collects the constants, and `prefactor_mul_volume` reduces them to one.

```lean
/-- Form factor of a Gaussian charge: for `α > 0` and `k ≠ 0` the radial Fourier integral of
the density converges and equals `exp(-k²/(4α²))`. -/
theorem radial_form_factor {α k : ℝ} (hα : 0 < α) (hk : k ≠ 0) :
    IntegrableOn (fun r : ℝ => 4 * π * r ^ 2 * gaussianCharge α r
      * (Real.sin (k * r) / (k * r))) (Ioi 0) ∧
    ∫ r in Ioi (0 : ℝ), 4 * π * r ^ 2 * gaussianCharge α r * (Real.sin (k * r) / (k * r))
      = Real.exp (-k ^ 2 / (4 * α ^ 2)) := by
  obtain ⟨hi, hv⟩ := integral_gaussian_sin (pow_pos hα 2) k
  -- one power of r cancels against the spherical wave
  have hfun : (fun r : ℝ => 4 * π * r ^ 2 * gaussianCharge α r * (Real.sin (k * r) / (k * r)))
      = fun r => 4 * π * (α ^ 3 * π ^ (-3 / 2 : ℝ)) / k
        * (r * Real.exp (-α ^ 2 * r ^ 2) * Real.sin (k * r)) := by
    funext r
    rcases eq_or_ne r 0 with rfl | hr
    · simp
    · have alg : ∀ q N E s : ℝ, 4 * q * r ^ 2 * (N * E) * (s / (k * r))
          = 4 * q * N / k * (r * E * s) := by
        intro q N E s
        field_simp
      exact alg _ _ _ _
  have alg : ∀ q N S E : ℝ, 4 * q * N / k * (k / (4 * α ^ 2) * (S * E))
      = N * (q / α ^ 2 * S) * E := by
    intro q N S E
    field_simp
  rw [hfun]
  refine ⟨(hi.const_mul _).integrableOn, ?_⟩
  rw [integral_const_mul, hv, alg, prefactor_mul_volume hα, one_mul]
```

## Plane waves in three dimensions

Here `k` is a vector, `‖k‖` its length and `⟪k, r⟫_ℝ` the scalar product $\mathbf k\cdot\mathbf r$. The transform uses $e^{-i\mathbf k\cdot\mathbf r}$ with no factor of $2\pi$ in front. The theorem holds for every wave vector; at $\mathbf k=0$ it says that the total charge is one.

The proof does not pass through the radial integral, and the angular average that connects the two is part of the derivation by hand only as motivation. It uses Mathlib's Gaussian integral on an inner product space, which takes the place of the product over Cartesian directions. The steps `hpow` and `hexp` turn the complex constants into real ones. Integrability again follows from the non-zero value.

```lean
/-- For `α > 0` and any wave vector `k`, the three-dimensional Fourier integral of the
Gaussian charge converges and equals `exp(-|k|²/(4α²))`. -/
theorem spatial_form_factor {α : ℝ} (hα : 0 < α) (k : Space) :
    Integrable (fun r : Space => (gaussianCharge α ‖r‖ : ℂ)
      * Complex.exp (-Complex.I * (⟪k, r⟫_ℝ : ℂ))) ∧
    ∫ r : Space, (gaussianCharge α ‖r‖ : ℂ) * Complex.exp (-Complex.I * (⟪k, r⟫_ℝ : ℂ))
      = (Real.exp (-‖k‖ ^ 2 / (4 * α ^ 2)) : ℂ) := by
  have hb : 0 < ((α : ℂ) ^ 2).re := by
    rw [← Complex.ofReal_pow, Complex.ofReal_re]
    positivity
  have hpt : ∀ r : Space, (gaussianCharge α ‖r‖ : ℂ)
      * Complex.exp (-Complex.I * (⟪k, r⟫_ℝ : ℂ))
      = ((α ^ 3 * π ^ (-3 / 2 : ℝ) : ℝ) : ℂ) * Complex.exp (-(α : ℂ) ^ 2 * (‖r‖ : ℂ) ^ 2
        + -Complex.I * (⟪k, r⟫_ℝ : ℂ)) := by
    intro r
    have e : ((Real.exp (-α ^ 2 * ‖r‖ ^ 2) : ℝ) : ℂ)
        = Complex.exp (-(α : ℂ) ^ 2 * (‖r‖ : ℂ) ^ 2) := by
      simp [Complex.ofReal_exp]
    rw [gaussianCharge, Complex.ofReal_mul, e, Complex.exp_add, mul_assoc]
  have hpow : ((π : ℂ) / (α : ℂ) ^ 2) ^ (((3 : ℕ) : ℂ) / 2)
      = ((π / α ^ 2 * √(π / α ^ 2) : ℝ) : ℂ) := by
    rw [← rpow_three_halves (by positivity), Complex.ofReal_cpow (by positivity)]
    push_cast
    rfl
  have hexp : Complex.exp ((-Complex.I) ^ 2 * (‖k‖ : ℂ) ^ 2 / (4 * (α : ℂ) ^ 2))
      = (Real.exp (-‖k‖ ^ 2 / (4 * α ^ 2)) : ℂ) := by
    rw [neg_sq, Complex.I_sq, Complex.ofReal_exp]
    push_cast
    rw [neg_one_mul]
  have hval : ∫ r : Space, (gaussianCharge α ‖r‖ : ℂ)
      * Complex.exp (-Complex.I * (⟪k, r⟫_ℝ : ℂ))
      = (Real.exp (-‖k‖ ^ 2 / (4 * α ^ 2)) : ℂ) := by
    simp_rw [hpt]
    rw [integral_const_mul, GaussianFourier.integral_cexp_neg_mul_sq_norm_add hb,
      finrank_euclideanSpace_fin, hpow, hexp, ← mul_assoc, ← Complex.ofReal_mul,
      prefactor_mul_volume hα, Complex.ofReal_one, one_mul]
  refine ⟨?_, hval⟩
  by_contra h
  rw [integral_undef h] at hval
  exact Complex.ofReal_ne_zero.mpr (Real.exp_ne_zero _) hval.symm
```

## Several charges and the structure factor

The finite type `ι` labels the charges, `q j` is a real charge and `R j` its position. Positions may coincide, and all charges share the same $\alpha$. The theorem states the value of the transform of the total density.

In the proof, `g` is the integrand for one unit charge at the origin. The step `hpt` splits $\mathbf r$ into $\mathbf R_j$ and $\mathbf r-\mathbf R_j$, which pulls out the phase. Integrability of each shifted term allows the sum and the integral to be exchanged, and translation invariance of the measure removes the shift.

```lean
/-- For finitely many Gaussian charges `q j` centred at `R j`, all with the same `α > 0`, the
Fourier transform of the total density is `exp(-|k|²/(4α²))` times the structure factor
`∑ q j exp(-i k·R j)` of the point charges. -/
theorem damped_structure_factor {ι : Type*} [Fintype ι] {α : ℝ} (hα : 0 < α)
    (q : ι → ℝ) (R : ι → Space) (k : Space) :
    ∫ r : Space, ((∑ j, q j * gaussianCharge α ‖r - R j‖ : ℝ) : ℂ)
        * Complex.exp (-Complex.I * (⟪k, r⟫_ℝ : ℂ))
      = (Real.exp (-‖k‖ ^ 2 / (4 * α ^ 2)) : ℂ)
        * ∑ j, (q j : ℂ) * Complex.exp (-Complex.I * (⟪k, R j⟫_ℝ : ℂ)) := by
  obtain ⟨h1, h2⟩ := spatial_form_factor hα k
  obtain ⟨g, hg⟩ : ∃ g : Space → ℂ, ∀ r, g r = (gaussianCharge α ‖r‖ : ℂ)
      * Complex.exp (-Complex.I * (⟪k, r⟫_ℝ : ℂ)) := ⟨_, fun _ => rfl⟩
  simp_rw [← hg] at h1 h2
  -- the integrand is a sum of copies of g shifted to R j, each times q j and a constant phase
  have hpt : ∀ r : Space, ((∑ j, q j * gaussianCharge α ‖r - R j‖ : ℝ) : ℂ)
      * Complex.exp (-Complex.I * (⟪k, r⟫_ℝ : ℂ))
      = ∑ j, ((q j : ℂ) * Complex.exp (-Complex.I * (⟪k, R j⟫_ℝ : ℂ))) * g (r - R j) := by
    intro r
    rw [Complex.ofReal_sum, Finset.sum_mul]
    refine Finset.sum_congr rfl fun j _ => ?_
    have e : Complex.exp (-Complex.I * (⟪k, r⟫_ℝ : ℂ))
        = Complex.exp (-Complex.I * (⟪k, R j⟫_ℝ : ℂ))
          * Complex.exp (-Complex.I * (⟪k, r - R j⟫_ℝ : ℂ)) := by
      rw [← Complex.exp_add, inner_sub_right, Complex.ofReal_sub]
      congr 1
      ring
    rw [hg, e, Complex.ofReal_mul]
    ring
  simp_rw [hpt]
  rw [MeasureTheory.integral_finsetSum _ (fun j _ => (h1.comp_sub_right (R j)).const_mul _), Finset.mul_sum]
  refine Finset.sum_congr rfl fun j _ => ?_
  rw [integral_const_mul, integral_sub_right_eq_self g (R j), h2]
  ring

end

end GaussianChargeFormFactor
```

In simulations with periodic electrostatics this factor damps the reciprocal-space terms of the Ewald sum, though the theorem itself concerns finitely many Gaussian charges of equal width in unbounded space. The step from there to a crystal or a simulation cell is the periodic repetition of the charges, after which the transform of the charges in one cell, taken at the reciprocal lattice vectors and divided by the cell volume, gives the Fourier coefficients of the periodic density. In the usual Ewald energy the point charges sit in the potential of the Gaussian charges, so each reciprocal-space term contains the damping factor once. The squared modulus of the damped structure factor contains it twice and belongs to the energy of the Gaussian charges among themselves.

```lean
#print axioms GaussianChargeFormFactor.radial_form_factor
-- 'GaussianChargeFormFactor.radial_form_factor' depends on axioms: [propext, Classical.choice, Quot.sound]
#print axioms GaussianChargeFormFactor.damped_structure_factor
-- 'GaussianChargeFormFactor.damped_structure_factor' depends on axioms: [propext, Classical.choice, Quot.sound]
```
